# Loewner's formula for a rank-one update of a diagonal matrix, and a vector that realises strictly interlacing eigenvalues

When I merge two halves of a symmetric tridiagonal eigenproblem by divide and conquer, the new eigenvalues are slightly inaccurate. If I combine them with the original update vector to form eigenvectors, vectors that belong to close eigenvalues can come out far from orthogonal. The remedy I know is to recompute the update vector, so that the computed numbers are the exact eigenvalues of a nearby problem.

In physical terms, a set of levels $d_i$ is coupled by a separable term $\rho\,uu^{\mathsf T}$ of strength $\rho$, and the levels move to $l_j$. The claim is that, for distinct $d_i$ and a known $\rho\ne0$, old and new levels together fix the squared couplings:

$$\rho\,u_i^2\prod_{j\ne i}(d_j-d_i)=\prod_j(l_j-d_i).$$

I would like to see this made rigorous and machine-checked, together with the reverse direction: given suitable $d$ and $l$, the formula should produce a vector whose update has exactly the spectrum $l$. Can that be done in Lean?

## The characteristic polynomial at an old level

Yes, both directions can be proved, and both come from evaluating one polynomial at the points $d_i$. Let $N$ be the matrix size, $D=\mathrm{diag}(d)$ and $A=D+\rho\,uu^{\mathsf T}$, and suppose that $\det(X-A)=\prod_j(X-l_j)$.

First take a diagonal matrix $\mathrm{diag}(a)$ with $a_i=0$ for one index $i$, and two vectors $u,v$. Let $L_w$ be the identity with column $i$ replaced by $w$. Its row $i$ has the single possibly nonzero entry $w_i$, on the diagonal, so expansion along that row gives $\det L_w=w_i$. Let $\hat a$ be $a$ with the entry $a_i$ replaced by $1$. Then

$$\bigl(L_u\,\mathrm{diag}(\hat a)\,L_v^{\mathsf T}\bigr)_{jk}=u_jv_k+\sum_{m\ne i}\delta_{jm}a_m\delta_{km}=u_jv_k+a_j\delta_{jk}.$$

The last step may include $m=i$ in the sum because $a_i=0$. Taking determinants,

$$\det\bigl(\mathrm{diag}(a)+uv^{\mathsf T}\bigr)=u_iv_i\prod_{j\ne i}a_j.$$

Now $A-d_i$ is the diagonal matrix with entries $d_j-d_i$, which vanishes at $j=i$, plus $(\rho u)u^{\mathsf T}$. Hence

$$\det(d_i-A)=(-1)^N\det(A-d_i)=(-1)^N\rho\,u_i^2\prod_{j\ne i}(d_j-d_i).$$

The factorised polynomial at the same point is $\prod_j(d_i-l_j)=(-1)^N\prod_j(l_j-d_i)$. Equating the two and cancelling the sign gives Loewner's formula. If the $d_j$ are distinct and $\rho\ne0$, division gives

$$u_i^2=\frac{\prod_j(l_j-d_i)}{\rho\prod_{j\ne i}(d_j-d_i)}.$$

## From prescribed levels back to a vector

Suppose that the $d_i$ are distinct and that the formula holds at every $i$. Then $\det(X-A)$ and $\prod_j(X-l_j)$ agree at the $N$ points $d_i$. Both are monic of degree $N$, so their difference has degree below $N$ and $N$ distinct zeros. It is therefore zero, and $A$ has the prescribed characteristic polynomial.

For real levels, let $\rho>0$ and $d_0<l_0<d_1<l_1<\dots<d_{N-1}<l_{N-1}$. Define

$$u_i=\sqrt{\frac{l_i-d_i}{\rho}\prod_{j\ne i}\frac{l_j-d_i}{d_j-d_i}}.$$

The first factor is positive. For $j<i$ we have $d_j<l_j<d_i$, so numerator and denominator are both negative. For $j>i$ we have $d_i<d_j<l_j$, so both are positive. The root is thus real, and squaring it and multiplying by $\rho\prod_{j\ne i}(d_j-d_i)$ gives $\prod_j(l_j-d_i)$. This is Loewner's formula at $i$, and the previous paragraph but one supplies the spectrum.

Here is the complete file.

```lean
import Mathlib

open Matrix Polynomial

namespace LoewnerRankOne

variable {n R K : Type*} [Fintype n] [DecidableEq n] [CommRing R] [Field K]

/-- The rank-one update `D + ρ u uᵀ` of the diagonal matrix `D = diag(d)`. -/
def rankOneUpdate (d : n → R) (ρ : R) (u : n → R) : Matrix n n R :=
  Matrix.diagonal d + ρ • Matrix.vecMulVec u u

/-- If the diagonal entry `a i` vanishes, the determinant of `diag(a) + u vᵀ` is
`u i * v i` times the product of the other diagonal entries. -/
theorem det_diagonal_add_vecMulVec (a u v : n → R) (i : n) (ha : a i = 0) :
    (Matrix.diagonal a + Matrix.vecMulVec u v).det
      = u i * v i * ∏ j ∈ Finset.univ.erase i, a j := by
  -- the identity with column `i` replaced by `w` has determinant `w i`
  have hL : ∀ w : n → R, ((1 : Matrix n n R).updateCol i w).det = w i := by
    intro w
    have h := Matrix.cramer_apply (1 : Matrix n n R) w i
    rw [Matrix.cramer_one] at h
    exact h.symm
  -- factorisation into two such matrices and a diagonal one
  have hfac : Matrix.diagonal a + Matrix.vecMulVec u v
      = (1 : Matrix n n R).updateCol i u * Matrix.diagonal (Function.update a i 1)
        * ((1 : Matrix n n R).updateCol i v)ᵀ := by
    ext j k
    have hs : ∑ m ∈ Finset.univ.erase i, (1 : Matrix n n R).updateCol i u j m
        * Function.update a i 1 m * (1 : Matrix n n R).updateCol i v k m
        = Matrix.diagonal a j k := by
      calc _ = ∑ m ∈ Finset.univ.erase i,
              (1 : Matrix n n R) j m * a m * (1 : Matrix n n R) k m :=
            Finset.sum_congr rfl fun m hm => by
              have hm' := Finset.ne_of_mem_erase hm
              simp [hm']
        _ = ∑ m, (1 : Matrix n n R) j m * a m * (1 : Matrix n n R) k m :=
            Finset.sum_erase _ (by simp [ha])
        _ = Matrix.diagonal a j k := by
            have h : ((1 : Matrix n n R) * Matrix.diagonal a * (1 : Matrix n n R)ᵀ) j k
                = Matrix.diagonal a j k := by
              rw [Matrix.transpose_one, Matrix.mul_one, Matrix.one_mul]
            rw [Matrix.mul_apply] at h
            simpa only [Matrix.mul_diagonal, Matrix.transpose_apply] using h
    rw [Matrix.mul_apply]
    simp only [Matrix.mul_diagonal, Matrix.transpose_apply, Matrix.add_apply,
      Matrix.vecMulVec_apply]
    rw [← Finset.add_sum_erase _ _ (Finset.mem_univ i), hs]
    simp only [Matrix.updateCol_self, Function.update_self]
    ring
  have hp : ∏ j, Function.update a i 1 j = ∏ j ∈ Finset.univ.erase i, a j := by
    rw [← Finset.mul_prod_erase _ (Function.update a i 1) (Finset.mem_univ i),
      Function.update_self, one_mul]
    exact Finset.prod_congr rfl fun j hj =>
      Function.update_of_ne (Finset.ne_of_mem_erase hj) _ _
  rw [hfac, Matrix.det_mul, Matrix.det_mul, Matrix.det_transpose, hL, hL,
    Matrix.det_diagonal, hp]
  ring

/-- The characteristic polynomial of `D + ρ u uᵀ`, evaluated at the unperturbed level `d i`. -/
theorem eval_charpoly_rankOneUpdate (d : n → R) (ρ : R) (u : n → R) (i : n) :
    (rankOneUpdate d ρ u).charpoly.eval (d i)
      = (-1) ^ Fintype.card n
        * (ρ * u i ^ 2 * ∏ j ∈ Finset.univ.erase i, (d j - d i)) := by
  -- shifting by `d i` leaves a diagonal matrix with a zero at `i`, plus a rank-one term
  have hshift : rankOneUpdate d ρ u - Matrix.scalar n (d i)
      = Matrix.diagonal (fun j => d j - d i) + Matrix.vecMulVec (ρ • u) u := by
    ext j k
    rcases eq_or_ne j k with rfl | h
    · simp only [rankOneUpdate, Matrix.sub_apply, Matrix.add_apply, Matrix.smul_apply,
        Matrix.vecMulVec_apply, Matrix.scalar_apply, Matrix.diagonal_apply_eq,
        smul_eq_mul, Pi.smul_apply]
      ring
    · simp only [rankOneUpdate, Matrix.sub_apply, Matrix.add_apply, Matrix.smul_apply,
        Matrix.vecMulVec_apply, Matrix.scalar_apply, Matrix.diagonal_apply_ne _ h,
        smul_eq_mul, Pi.smul_apply]
      ring
  rw [Matrix.eval_charpoly, ← neg_sub (rankOneUpdate d ρ u) (Matrix.scalar n (d i)),
    Matrix.det_neg, hshift, det_diagonal_add_vecMulVec _ _ _ i (sub_self _),
    Pi.smul_apply, smul_eq_mul]
  ring

omit [DecidableEq n] in
/-- The polynomial with roots `l j`, evaluated at `t`, written with the differences `l j - t`. -/
theorem eval_prod_roots (l : n → R) (t : R) :
    (∏ j, (X - C (l j))).eval t = (-1) ^ Fintype.card n * ∏ j, (l j - t) := by
  rw [Polynomial.eval_prod, ← Finset.card_univ, ← Finset.prod_const,
    ← Finset.prod_mul_distrib]
  refine Finset.prod_congr rfl fun j _ => ?_
  simp only [Polynomial.eval_sub, Polynomial.eval_X, Polynomial.eval_C]
  ring

/-- **Loewner's formula.** If `D + ρ u uᵀ` has characteristic polynomial `∏ (X - l j)`, then
`ρ (u i)²` times the product of `d j - d i` over `j ≠ i` is the product of all `l j - d i`. -/
theorem loewner_formula (d l : n → R) (ρ : R) (u : n → R)
    (h : (rankOneUpdate d ρ u).charpoly = ∏ j, (X - C (l j))) (i : n) :
    ρ * u i ^ 2 * ∏ j ∈ Finset.univ.erase i, (d j - d i) = ∏ j, (l j - d i) := by
  have he := congrArg (Polynomial.eval (d i)) h
  rw [eval_charpoly_rankOneUpdate, eval_prod_roots] at he
  -- the common sign is a unit
  exact ((isUnit_one.neg).pow _).mul_left_cancel he

/-- For distinct `d j` and `ρ ≠ 0`, the squared components of the update vector are given by `ρ`,
the old levels `d` and the new levels `l`. -/
theorem sq_component_eq (d l : n → K) (ρ : K) (u : n → K)
    (hd : Function.Injective d) (hρ : ρ ≠ 0)
    (h : (rankOneUpdate d ρ u).charpoly = ∏ j, (X - C (l j))) (i : n) :
    u i ^ 2 = (∏ j, (l j - d i)) / (ρ * ∏ j ∈ Finset.univ.erase i, (d j - d i)) := by
  have hne : ∏ j ∈ Finset.univ.erase i, (d j - d i) ≠ 0 :=
    Finset.prod_ne_zero_iff.2 fun j hj =>
      sub_ne_zero.2 (hd.ne (Finset.ne_of_mem_erase hj))
  rw [eq_div_iff (mul_ne_zero hρ hne), ← loewner_formula d l ρ u h i]
  ring

/-- Converse: for distinct `d j`, if Loewner's formula holds at every `i`, then `D + ρ u uᵀ`
has characteristic polynomial `∏ (X - l j)`. -/
theorem charpoly_of_loewner (d l : n → K) (ρ : K) (u : n → K)
    (hd : Function.Injective d)
    (h : ∀ i, ρ * u i ^ 2 * ∏ j ∈ Finset.univ.erase i, (d j - d i) = ∏ j, (l j - d i)) :
    (rankOneUpdate d ρ u).charpoly = ∏ j, (X - C (l j)) := by
  have hm := Matrix.charpoly_monic (rankOneUpdate d ρ u)
  have hm' : (∏ j, (X - C (l j))).Monic :=
    Polynomial.monic_prod_of_monic _ _ fun j _ => Polynomial.monic_X_sub_C (l j)
  have hp := Matrix.charpoly_degree_eq_dim (rankOneUpdate d ρ u)
  have hq : (∏ j, (X - C (l j))).degree = (Fintype.card n : WithBot ℕ) := by
    simp [Polynomial.degree_prod]
  -- the difference has degree below `Fintype.card n` and vanishes at all the points `d i`
  have hlt := Polynomial.degree_sub_lt_left (hp.trans hq.symm) hm.ne_zero
    (hm.leadingCoeff.trans hm'.leadingCoeff.symm)
  rw [hp] at hlt
  refine Polynomial.eq_of_degree_sub_lt_of_eval_index_eq (s := Finset.univ) (v := d)
    hd.injOn (by rw [Finset.card_univ]; exact hlt) fun i _ => ?_
  rw [eval_charpoly_rankOneUpdate, eval_prod_roots, h i]

/-- The real vector computed from old levels `d` and new levels `l` by Loewner's formula, with
strength `ρ` and nonnegative square roots (a component is `0` where the radicand is negative). -/
noncomputable def loewnerVector {N : ℕ} (d l : Fin N → ℝ) (ρ : ℝ) (i : Fin N) : ℝ :=
  √((l i - d i) / ρ * ∏ j ∈ Finset.univ.erase i, (l j - d i) / (d j - d i))

/-- If `ρ > 0` and the levels strictly interlace, `d₀ < l₀ < d₁ < l₁ < ⋯`, the update of
`diag(d)` by the Loewner vector has characteristic polynomial `∏ (X - l j)`. -/
theorem charpoly_loewnerVector {N : ℕ} (d l : Fin N → ℝ) (ρ : ℝ) (hρ : 0 < ρ)
    (h1 : ∀ i, d i < l i) (h2 : ∀ i j, i < j → l i < d j) :
    (rankOneUpdate d ρ (loewnerVector d l ρ)).charpoly = ∏ j, (X - C (l j)) := by
  have hmono : StrictMono d := fun i j hij => (h1 i).trans (h2 i j hij)
  refine charpoly_of_loewner d l ρ _ hmono.injective fun i => ?_
  -- interlacing makes every factor under the square root nonnegative
  have hpos : 0 ≤ (l i - d i) / ρ
      * ∏ j ∈ Finset.univ.erase i, (l j - d i) / (d j - d i) := by
    refine mul_nonneg (div_nonneg (sub_nonneg.2 (h1 i).le) hρ.le)
      (Finset.prod_nonneg fun j hj => ?_)
    rcases lt_or_gt_of_ne (Finset.ne_of_mem_erase hj) with h | h
    · have := h2 j i h
      have := hmono h
      exact div_nonneg_of_nonpos (by linarith) (by linarith)
    · have := h1 j
      have := hmono h
      exact div_nonneg (by linarith) (by linarith)
  have hne : ∏ j ∈ Finset.univ.erase i, (d j - d i) ≠ 0 :=
    Finset.prod_ne_zero_iff.2 fun j hj =>
      sub_ne_zero.2 (hmono.injective.ne (Finset.ne_of_mem_erase hj))
  have hsplit : (l i - d i) * ∏ j ∈ Finset.univ.erase i, (l j - d i) = ∏ j, (l j - d i) :=
    Finset.mul_prod_erase _ (fun j => l j - d i) (Finset.mem_univ i)
  rw [loewnerVector, Real.sq_sqrt hpos, Finset.prod_div_distrib, ← hsplit]
  field_simp

end LoewnerRankOne
```

```lean
#print axioms LoewnerRankOne.sq_component_eq
-- 'LoewnerRankOne.sq_component_eq' depends on axioms: [propext, Classical.choice, Quot.sound]
#print axioms LoewnerRankOne.charpoly_loewnerVector
-- 'LoewnerRankOne.charpoly_loewnerVector' depends on axioms: [propext, Classical.choice, Quot.sound]
```

## What the theorems say about levels and couplings

`rankOneUpdate d ρ u` is the matrix $A$. The old levels `d`, the new levels `l` and the couplings `u` are functions on a finite index type `n`, whose size `Fintype.card n` is $N$ above. The product over `Finset.univ.erase i` is the product over $j\ne i$.

The new levels enter through the hypothesis that `charpoly` equals `∏ j, (X - C (l j))`, which lists them with algebraic multiplicity. For a real symmetric matrix such a list always exists; over a general ring or field the factorisation is an assumption.

- `loewner_formula` holds over any commutative ring, with repeated $d_j$ and $\rho=0$ allowed.
- `sq_component_eq` solves for $u_i^2$ over a field. It assumes `Function.Injective d`, meaning no degenerate old levels, and `ρ ≠ 0`, meaning that the coupling is switched on.
- `charpoly_of_loewner` is the converse, over a field and for distinct $d_j$.
- `charpoly_loewnerVector` is the reconstruction for real levels indexed by `Fin N`. Its hypotheses `h1` and `h2` together state the strict interlacing.

The condition $\rho>0$ describes a coupling that pushes levels upwards. Strict interlacing describes the case in which every level moves and none reaches the next old one; it is assumed of the given numbers, not derived from a matrix. The function `loewnerVector` picks nonnegative components, but only $u_i^2$ enters the converse, so any choice of signs gives the same spectrum.

For simulation practice, this is the reconstruction step, treated in exact arithmetic, when a real symmetric Hamiltonian matrix is reduced to tridiagonal form and then diagonalised by divide and conquer. It applies at each merge after deflation, which removes repeated old levels and zero couplings, so that the remaining levels interlace strictly. The theorems do not bound the distance between the reconstructed and the original vector, and they do not treat eigenvectors. The gain in orthogonality comes from a separate, standard observation: the vectors with components $u_i/(d_i-l_j)$, built from the reconstructed $u$, are exact eigenvectors of one symmetric matrix with distinct eigenvalues.

## How the Lean proof follows the derivation

`det_diagonal_add_vecMulVec` is the determinant step. Inside it, `hL` obtains $\det L_w=w_i$ from Cramer's rule for the identity matrix, in place of the row expansion. `hfac` proves the three-factor product entry by entry: it splits off the term $m=i$, which is $u_jv_k$, and `hs` identifies the remaining sum with the diagonal matrix, using `ha` to restore the missing zero term. `hp` evaluates the product of the entries of $\hat a$.

`eval_charpoly_rankOneUpdate` performs the shift. `hshift` writes $A-d_i$ as a diagonal matrix plus a rank-one term, with diagonal and off-diagonal entries treated separately, and `Matrix.det_neg` produces the sign $(-1)^N$. `eval_prod_roots` extracts the same sign from the factorised polynomial.

`loewner_formula` evaluates the hypothesis at `d i`, rewrites both sides with these two lemmas and cancels the sign. The cancellation works in every commutative ring because a power of $-1$ is invertible. `sq_component_eq` then checks that the denominator is nonzero and divides.

In `charpoly_of_loewner`, `hm` and `hm'` say that both polynomials are monic, while `hp` and `hq` give their degrees. `hlt` records that the difference has lower degree, and `Polynomial.eq_of_degree_sub_lt_of_eval_index_eq` concludes from agreement at the points `d i`.

`charpoly_loewnerVector` first derives from interlacing that `d` is strictly increasing, hence injective. `hpos` is the sign discussion for $j<i$ and $j>i$, and it allows `Real.sq_sqrt` to remove the root. `hsplit` separates the factor $l_i-d_i$ from the full product, after which `field_simp` clears the denominators.

## The same argument for Hermitian updates

The determinant step already allows two different vectors. Running the rest of the argument with $D+\rho\,uv^{\mathsf T}$ replaces $u_i^2$ by $u_iv_i$ in Loewner's formula. With $v=\bar u$ over the complex numbers, the update becomes $\rho\,uu^\dagger$, and the formula determines $|u_i|^2$ when $\rho\neq0$ and the $d_j$ are distinct.
